# Filling one orbital of a degenerate pair can split its exchange levels: a periodic lattice model

In a Hartree–Fock, hybrid-functional or static screened-exchange calculation, there may be too few electrons to fill the highest degenerate shell. If one orbital of a degenerate pair is occupied and its partner is empty, the exchange operator contains one and not the other, and levels that symmetry makes equal can come out different. Equal fractional occupations of the pair keep its exchange contribution symmetric.

The model here has a frequency-independent interaction $W$ on a finite periodic lattice with one orbital per site. For each spin, an occupied real orbital $\psi$ contributes the matrix $-W_{ij}\psi_i\psi_j$ to the exchange operator. The theorems leave out the common minus sign and concern the contribution of a single two-orbital shell. The shell is whole if both orbitals are occupied, and cut if only one is kept in the sum. The Hartree term is not included.

## Standing waves on a periodic lattice

```lean
import Mathlib

open Matrix Finset

namespace DegenerateShellCutoff

noncomputable section

variable {G : Type*} [AddCommGroup G] [Fintype G]
```

The sites form a finite abelian group `G`, written additively: a ring, or a periodic lattice in any dimension. Let $N$ be the number of sites, `Fintype.card G` in Lean.

```lean
/-- The matrix element of `M` between the real orbitals `f` and `g`. -/
def elt {ι : Type*} [Fintype ι] (f : ι → ℝ) (M : Matrix ι ι ℝ) (g : ι → ℝ) : ℝ :=
  f ⬝ᵥ (M *ᵥ g)
```

`elt f M g` is the matrix element $\sum_{ij} f_i M_{ij} g_j$. The symbol `*ᵥ` applies a matrix to a vector, and `⬝ᵥ` is the real dot product.

```lean
/-- The amplitude `√(2/N)` of a real standing wave on `N` sites. -/
def amp (G : Type*) [Fintype G] : ℝ := √(2 / (Fintype.card G : ℝ))
```

This is the normalisation $\sqrt{2/N}$ of a real standing wave.

```lean
/-- The cosine-like orbital: the real part of the Bloch wave `χ`, times `√(2/N)`. -/
def cosOrb (χ : AddChar G ℂ) : G → ℝ := fun i => amp G * (χ i).re
```

An `AddChar G ℂ` is a Bloch wave: a function $\chi$ with $\chi(0)=1$ and $\chi(i+j)=\chi(i)\chi(j)$. On a ring it is $e^{\mathrm{i}kj}$ with an allowed $k$. The first orbital is $c_i=\sqrt{2/N}\,\mathrm{Re}\,\chi(i)$.

```lean
/-- The sine-like orbital: the imaginary part of the Bloch wave `χ`, times `√(2/N)`. -/
def sinOrb (χ : AddChar G ℂ) : G → ℝ := fun i => amp G * (χ i).im
```

Its partner is $s_i=\sqrt{2/N}\,\mathrm{Im}\,\chi(i)$.

```lean
/-- The squared amplitude is `2/N`. -/
theorem amp_sq (G : Type*) [Fintype G] : amp G ^ 2 = 2 / (Fintype.card G : ℝ) :=
  Real.sq_sqrt (by positivity)
```

The square root is removed once, so that later steps use only $2/N$.

```lean
/-- A Bloch wave on a finite periodic lattice has modulus one at each site, and inversion of the
site conjugates it. -/
theorem bloch_unit (χ : AddChar G ℂ) (i : G) :
    (χ i).re ^ 2 + (χ i).im ^ 2 = 1 ∧ (χ (-i)).re = (χ i).re ∧ (χ (-i)).im = -(χ i).im := by
  have h : χ i ^ Fintype.card G = 1 := by
    rw [← AddChar.map_nsmul_eq_pow, card_nsmul_eq_zero, AddChar.map_zero_eq_one]
  have hn : ‖χ i‖ = 1 := (pow_eq_one_iff_of_nonneg (norm_nonneg _) Fintype.card_ne_zero).mp
    (by rw [← norm_pow, h, norm_one])
  have h0 := Complex.sq_norm (χ i)
  rw [hn, Complex.normSq_apply] at h0
  have hm : χ (-i) * χ i = 1 := by
    rw [← AddChar.map_add_eq_mul, neg_add_cancel, AddChar.map_zero_eq_one]
  have h1 := congrArg Complex.re hm
  have h2 := congrArg Complex.im hm
  simp only [Complex.mul_re, Complex.mul_im, Complex.one_re, Complex.one_im] at h1 h2
  refine ⟨by linear_combination -h0, ?_, ?_⟩
  · linear_combination (χ i).re * h1 + (χ i).im * h2 + (χ (-i)).re * h0
  · linear_combination (χ i).re * h2 - (χ i).im * h1 + (χ (-i)).im * h0
```

The theorem says that $|\chi(i)|=1$ and $\chi(-i)=\overline{\chi(i)}$, written in real and imaginary parts. Adding a site to itself $N$ times gives $0$, hence $\chi(i)^N=\chi(0)=1$ and the modulus is one. From $\chi(-i)\chi(i)=1$ the inverse is then the conjugate. In Lean, `h` is the first equation and `hm` the second. The tactic `linear_combination` proves an equation by adding up known ones with the stated coefficients.

```lean
/-- If the `n`-th power of a Bloch wave is not constant, its real and imaginary parts sum to zero
over the lattice. -/
theorem sum_bloch_pow (χ : AddChar G ℂ) (n : ℕ) (h : χ ^ n ≠ 1) :
    ∑ j, (χ j ^ n).re = 0 ∧ ∑ j, (χ j ^ n).im = 0 := by
  have s := AddChar.sum_eq_zero_of_ne_one h
  simp only [AddChar.pow_apply] at s
  exact ⟨by rw [← Complex.re_sum, s, Complex.zero_re], by rw [← Complex.im_sum, s, Complex.zero_im]⟩
```

If $\chi^n$ is not constant, choose $g$ with $\chi(g)^n\neq1$. Shifting the summation variable by $g$ shows that $T=\sum_j\chi(j)^n$ satisfies $T=\chi(g)^nT$, so $T=0$. Mathlib supplies this fact, and the proof takes real and imaginary parts.

```lean
/-- The two standing waves are orthonormal if the Bloch wave is not real, that is `χ² ≠ 1`. -/
theorem shell_orthonormal (χ : AddChar G ℂ) (h : χ ^ 2 ≠ 1) :
    cosOrb χ ⬝ᵥ cosOrb χ = 1 ∧ sinOrb χ ⬝ᵥ sinOrb χ = 1 ∧ cosOrb χ ⬝ᵥ sinOrb χ = 0 := by
  obtain ⟨hA, hB⟩ := sum_bloch_pow χ 2 h
  have hN : (Fintype.card G : ℝ) ≠ 0 := Nat.cast_ne_zero.mpr Fintype.card_ne_zero
  have hc : amp G ^ 2 * ∑ _j : G, (1 / 2 : ℝ) = 1 := by
    rw [amp_sq, sum_const, card_univ, nsmul_eq_mul]
    field_simp
  have e (s : ℝ) : ∑ j, amp G ^ 2 * (1 / 2 + s * (χ j ^ 2).re) = 1 := by
    rw [← mul_sum, sum_add_distrib, ← mul_sum, hA, mul_zero, add_zero, hc]
  refine ⟨(sum_congr rfl fun j _ => ?_).trans (e (1 / 2)),
    (sum_congr rfl fun j _ => ?_).trans (e (-1 / 2)), ?_⟩
  · rw [sq (χ j), Complex.mul_re]
    simp only [cosOrb]
    linear_combination amp G ^ 2 / 2 * (bloch_unit χ j).1
  · rw [sq (χ j), Complex.mul_re]
    simp only [sinOrb]
    linear_combination amp G ^ 2 / 2 * (bloch_unit χ j).1
  · have : cosOrb χ ⬝ᵥ sinOrb χ = ∑ j, amp G ^ 2 / 2 * (χ j ^ 2).im :=
      sum_congr rfl fun j _ => by
        rw [sq (χ j), Complex.mul_im]
        simp only [cosOrb, sinOrb]
        ring
    rw [this, ← mul_sum, hB, mul_zero]
```

The condition $\chi^2\neq1$ says that the waves $k$ and $-k$ are distinct. Since $|\chi(j)|=1$,

$$(\mathrm{Re}\,\chi)^2=\tfrac12(1+\mathrm{Re}\,\chi^2),\quad (\mathrm{Im}\,\chi)^2=\tfrac12(1-\mathrm{Re}\,\chi^2),\quad \mathrm{Re}\,\chi\,\mathrm{Im}\,\chi=\tfrac12\mathrm{Im}\,\chi^2 .$$

Summed over sites, the $\chi^2$ terms vanish. Both squared norms are $\frac2N\cdot\frac N2=1$ and the overlap is zero. The helper `e` does the two norms together.

## The complete shell stays degenerate

```lean
/-- For every translation-invariant matrix with an even kernel `k`, both standing waves satisfy the
eigenvalue equation with the same number `∑ d, k d * (χ d).re`. -/
theorem shell_degenerate (k : G → ℝ) (hk : ∀ d, k (-d) = k d) (χ : AddChar G ℂ) :
    circulant k *ᵥ cosOrb χ = (∑ d, k d * (χ d).re) • cosOrb χ ∧
    circulant k *ᵥ sinOrb χ = (∑ d, k d * (χ d).re) • sinOrb χ := by
  -- the odd part of the Fourier sum vanishes
  have ho : ∑ d, k d * (χ d).im = 0 := by
    have e := Equiv.sum_comp (Equiv.neg G) (fun d => k d * (χ d).im)
    simp only [Equiv.neg_apply, hk, (bloch_unit χ _).2.2, mul_neg, sum_neg_distrib] at e
    linarith
  have step (f : G → ℝ) (i : G) : (circulant k *ᵥ f) i = ∑ d, k d * f (i - d) := by
    have e := Equiv.sum_comp (Equiv.subLeft i) (fun j => k (i - j) * f j)
    simp only [Equiv.subLeft_apply, sub_sub_cancel] at e
    exact e.symm
  constructor <;> funext i <;> rw [step, Pi.smul_apply, smul_eq_mul]
  · trans cosOrb χ i * ∑ d, k d * (χ d).re + sinOrb χ i * ∑ d, k d * (χ d).im
    · rw [mul_sum, mul_sum, ← sum_add_distrib]
      refine sum_congr rfl fun d _ => ?_
      simp only [cosOrb, sinOrb, sub_eq_add_neg, AddChar.map_add_eq_mul, Complex.mul_re,
        (bloch_unit χ d).2]
      ring
    · rw [ho]; ring
  · trans sinOrb χ i * ∑ d, k d * (χ d).re - cosOrb χ i * ∑ d, k d * (χ d).im
    · rw [mul_sum, mul_sum, ← sum_sub_distrib]
      refine sum_congr rfl fun d _ => ?_
      simp only [cosOrb, sinOrb, sub_eq_add_neg, AddChar.map_add_eq_mul, Complex.mul_im,
        (bloch_unit χ d).2]
      ring
    · rw [ho]; ring
```

`circulant k` is the matrix with entries $k(i-j)$, and `hk` says that $k$ is even. Put $d=i-j$. The addition formulas give

$$c_{i-d}=c_i\,\mathrm{Re}\,\chi(d)+s_i\,\mathrm{Im}\,\chi(d),\qquad s_{i-d}=s_i\,\mathrm{Re}\,\chi(d)-c_i\,\mathrm{Im}\,\chi(d).$$

Multiply by $k(d)$ and sum over $d$. The terms with $\mathrm{Im}\,\chi(d)$ are odd and cancel (`ho`), which leaves the common eigenvalue $\sum_d k(d)\,\mathrm{Re}\,\chi(d)$. The change of variable is `step`. The eigenvalue equations hold for every $\chi$; if $\chi$ is real, then $s=0$ and the second one is trivial.

```lean
/-- With the whole shell kept, let `S` be the entrywise product of an even translation-invariant
interaction with the shell matrix. Both standing waves satisfy the eigenvalue equation of `S` with
the same number `E`. -/
theorem full_shell_degenerate (w : G → ℝ) (hw : ∀ d, w (-d) = w d) (χ : AddChar G ℂ) :
    let S := circulant w ⊙ (vecMulVec (cosOrb χ) (cosOrb χ) + vecMulVec (sinOrb χ) (sinOrb χ))
    let E := ∑ d, amp G ^ 2 * w d * (χ d).re * (χ d).re
    S *ᵥ cosOrb χ = E • cosOrb χ ∧ S *ᵥ sinOrb χ = E • sinOrb χ := by
  intro S E
  -- the shell matrix depends only on the separation of the sites
  have hS : S = circulant (fun d => amp G ^ 2 * w d * (χ d).re) := by
    ext i j
    simp only [S, hadamard_apply, circulant_apply, Matrix.add_apply, vecMulVec_apply, cosOrb,
      sinOrb, sub_eq_add_neg, AddChar.map_add_eq_mul, Complex.mul_re, (bloch_unit χ j).2]
    ring
  rw [hS]
  exact shell_degenerate _ (fun d => by simp only [hw, (bloch_unit χ d).2.1]) χ
```

The symbol `⊙` is the entrywise product, and `vecMulVec f g` has entries $f_ig_j$. The interaction is $W_{ij}=w(i-j)$ with $w$ even, so it is symmetric between sites. The `let` lines in the statement only name the matrix $S$ and the number $E$.

For the whole shell,

$$c_ic_j+s_is_j=\tfrac2N\,\mathrm{Re}\,\chi(i-j).$$

This depends only on the separation, so $S$ is again an even translation-invariant matrix, with kernel $\frac2N w(d)\,\mathrm{Re}\,\chi(d)$. That is `hS`. The previous theorem then gives both orbitals the eigenvalue $E=\frac2N\sum_d w(d)\,(\mathrm{Re}\,\chi(d))^2$.

## The cut shell and its splitting

```lean
/-- With only the cosine orbital kept, the expectation values of the two standing waves differ by
the lattice sum of the interaction divided by the number of sites, provided `χ⁴ ≠ 1`. -/
theorem cut_shell_splitting (w : G → ℝ) (χ : AddChar G ℂ) (h : χ ^ 4 ≠ 1) :
    let S := circulant w ⊙ vecMulVec (cosOrb χ) (cosOrb χ)
    elt (cosOrb χ) S (cosOrb χ) - elt (sinOrb χ) S (sinOrb χ)
      = (∑ d, w d) / (Fintype.card G : ℝ) := by
  intro S
  have h2 : χ ^ 2 ≠ 1 := fun e => h (by rw [show (4 : ℕ) = 2 * 2 from rfl, pow_mul, e, one_pow])
  obtain ⟨hA, hB⟩ := sum_bloch_pow χ 2 h2
  obtain ⟨hC, hD⟩ := sum_bloch_pow χ 4 h
  have hN : (Fintype.card G : ℝ) ≠ 0 := Nat.cast_ne_zero.mpr Fintype.card_ne_zero
  let F : ℂ → ℂ → ℝ := fun y z => y.re * z.re * (y.re * z.re - y.im * z.im)
  -- at fixed separation only the constant 1/4 survives the sum over sites
  have inner (d : G) : ∑ j, F (χ d * χ j) (χ j) = (Fintype.card G : ℝ) / 4 := by
    have key (j : G) : F (χ d * χ j) (χ j) = 1 / 4 + (χ d).re ^ 2 / 2 * (χ j ^ 2).re
        - (χ d).re * (χ d).im / 2 * (χ j ^ 2).im
        + ((χ d).re ^ 2 - (χ d).im ^ 2) / 4 * (χ j ^ 4).re
        - (χ d).re * (χ d).im / 2 * (χ j ^ 4).im := by
      have hd := (bloch_unit χ d).1
      have hj := (bloch_unit χ j).1
      rw [show χ j ^ 4 = (χ j * χ j) * (χ j * χ j) by ring, sq (χ j)]
      simp only [F, Complex.mul_re, Complex.mul_im]
      generalize (χ d).re = p at *
      generalize (χ d).im = q at *
      generalize (χ j).re = x at *
      generalize (χ j).im = y at *
      linear_combination (p / 2 * (p * (x ^ 2 - y ^ 2) - q * (2 * x * y))
        + (x ^ 2 + y ^ 2 + 1) / 4) * hj + (x ^ 2 + y ^ 2) ^ 2 / 4 * hd
    simp only [key, sum_add_distrib, sum_sub_distrib, ← mul_sum, hA, hB, hC, hD, sum_const,
      card_univ, nsmul_eq_mul]
    ring
  calc _ = ∑ i, ∑ j, (amp G ^ 2) ^ 2 * (w (i - j) * F (χ i) (χ j)) := by
        simp only [elt, dotProduct, mulVec, mul_sum, ← sum_sub_distrib]
        refine sum_congr rfl fun i _ => sum_congr rfl fun j _ => ?_
        simp only [S, F, hadamard_apply, circulant_apply, vecMulVec_apply, cosOrb, sinOrb]
        ring
    _ = ∑ j, ∑ d, (amp G ^ 2) ^ 2 * (w d * F (χ d * χ j) (χ j)) := by
        rw [sum_comm]
        refine sum_congr rfl fun j _ => ?_
        have e := Equiv.sum_comp (Equiv.addRight j)
          (fun i => (amp G ^ 2) ^ 2 * (w (i - j) * F (χ i) (χ j)))
        simp only [Equiv.coe_addRight, add_sub_cancel_right, AddChar.map_add_eq_mul] at e
        exact e.symm
    _ = (2 / (Fintype.card G : ℝ)) ^ 2 * ((∑ d, w d) * ((Fintype.card G : ℝ) / 4)) := by
        rw [sum_comm]
        simp only [← mul_sum, inner, ← sum_mul, amp_sq]
    _ = _ := by
        field_simp
        ring
```

Now only $c$ is kept, so $S_{ij}=w(i-j)c_ic_j$. The theorem states

$$\langle c|S|c\rangle-\langle s|S|s\rangle=\frac1N\sum_d w(d)\qquad\text{if }\chi^4\neq1 .$$

The two expectation values therefore differ whenever the lattice sum of the interaction is nonzero. Evenness of $w$ is not assumed here; it enters in the next theorem, which identifies these values with the levels within the shell.

By hand, the left side is $\sum_{ij}w(i-j)\,c_ic_j(c_ic_j-s_is_j)$, or

$$\frac4{N^2}\sum_{ij}w(i-j)\,F(\chi(i),\chi(j)),\qquad F(y,z)=\mathrm{Re}\,y\,\mathrm{Re}\,z\,\mathrm{Re}(yz).$$

Put $i=d+j$. Since $\mathrm{Re}\,y\,\mathrm{Re}\,z=\frac12[\mathrm{Re}(yz)+\mathrm{Re}(y\bar z)]$,

$$F=\tfrac14+\tfrac14\mathrm{Re}\big(\chi(d)^2\chi(j)^4\big)+\tfrac12\mathrm{Re}\,\chi(d)\,\mathrm{Re}\big(\chi(d)\chi(j)^2\big).$$

In the sum over $j$ the last two terms vanish, because neither $\chi^4$ nor $\chi^2$ is constant. What remains is $N/4$ for each $d$, and $\frac4{N^2}\cdot\frac N4\sum_dw(d)$ is the result.

In the code, `key` is the expansion of $F$ with the products written out in real and imaginary parts, `inner` is the sum over $j$, and the `calc` block carries out the substitution and collects the factors.

The condition $\chi^4\neq1$ means that $4k$ is not a reciprocal lattice vector. The weaker condition $\chi^2\neq1$ is not enough. On the four-site ring take $\chi=(1,\mathrm i,-1,-\mathrm i)$, which gives $c=(1,0,-1,0)/\sqrt2$ and $s=(0,1,0,-1)/\sqrt2$. For a purely on-site interaction, $w(0)=1$ and zero otherwise, $\langle c|S|c\rangle=\frac12$ and $\langle s|S|s\rangle=0$. The splitting is $\frac12$, while the formula would give $\frac14$.

```lean
/-- For an even interaction the cut shell does not mix the two standing waves. -/
theorem cut_shell_no_mixing (w : G → ℝ) (hw : ∀ d, w (-d) = w d) (χ : AddChar G ℂ) :
    elt (sinOrb χ) (circulant w ⊙ vecMulVec (cosOrb χ) (cosOrb χ)) (cosOrb χ) = 0 := by
  let f : G → ℝ := fun i => ∑ j, w (i - j) * (cosOrb χ i * cosOrb χ j) * cosOrb χ j
  -- inversion of all sites leaves f even, while the sine orbital is odd
  have hf (i : G) : f (-i) = f i := by
    refine (Equiv.sum_comp (Equiv.neg G) _).symm.trans (sum_congr rfl fun j _ => ?_)
    have hij : w (-i - -j) = w (i - j) := by rw [← hw (i - j)]; congr 1; abel
    simp only [Equiv.neg_apply, hij, cosOrb, (bloch_unit χ _).2.1]
  have e := Equiv.sum_comp (Equiv.neg G) (fun i => sinOrb χ i * f i)
  simp only [Equiv.neg_apply, hf, sinOrb, (bloch_unit χ _).2.2, mul_neg, neg_mul,
    sum_neg_distrib] at e
  change ∑ i, amp G * (χ i).im * f i = 0
  linarith
```

For even $w$ the matrix element $\langle s|S|c\rangle$ vanishes. Inverting all sites leaves $w$ and $c$ unchanged and reverses $s$, so the element equals its own negative. In the proof, `f` collects the even factor, `hf` states its evenness, and `e` is the inverted sum. As $S$ is symmetric, its block in an orthonormal pair $c,s$ is diagonal, and the two expectation values are the levels within the shell. They need not be eigenvalues of the full matrix $S$, which may couple the shell to other orbitals.

## Three sites, entry by entry

```lean
/-- On the three-site ring with on-site interaction `a` and intersite interaction `b`, keeping only
`u` splits the expectation values of `u` and `v` by `(a+2b)/3`; keeping both makes them equal. -/
theorem three_site_ring (a b : ℝ) :
    let W : Matrix (Fin 3) (Fin 3) ℝ := Matrix.of fun i j => if i = j then a else b
    let u : Fin 3 → ℝ := (√6)⁻¹ • ![2, -1, -1]
    let v : Fin 3 → ℝ := (√2)⁻¹ • ![0, 1, -1]
    elt u (W ⊙ vecMulVec u u) u - elt v (W ⊙ vecMulVec u u) v = (a + 2 * b) / 3 ∧
    elt u (W ⊙ (vecMulVec u u + vecMulVec v v)) u
      = elt v (W ⊙ (vecMulVec u u + vecMulVec v v)) v := by
  have hr : (√6)⁻¹ ^ 2 = (1 / 6 : ℝ) := by
    rw [inv_pow, Real.sq_sqrt (by norm_num)]; norm_num
  have hs : (√2)⁻¹ ^ 2 = (1 / 2 : ℝ) := by
    rw [inv_pow, Real.sq_sqrt (by norm_num)]; norm_num
  generalize (√6)⁻¹ = r at *
  generalize (√2)⁻¹ = s at *
  simp only [elt, dotProduct, mulVec, Fin.sum_univ_three, hadamard_apply, Matrix.add_apply,
    vecMulVec_apply, Matrix.of_apply, Pi.smul_apply, smul_eq_mul, Matrix.cons_val,
    Fin.isValue, Fin.reduceEq, ↓reduceIte]
  constructor
  · linear_combination (18 * (a + b) * (r ^ 2 + 1 / 6) - (2 * a - 2 * b) * s ^ 2) * hr
      - (2 * a - 2 * b) / 6 * hs
  · linear_combination 18 * (a + b) * (r ^ 2 + 1 / 6) * hr - 2 * (a + b) * (s ^ 2 + 1 / 2) * hs

end

end DegenerateShellCutoff
```

Here $W$ has $a$ on the diagonal and $b$ elsewhere, and `![2, -1, -1]` is a vector listed by components. The normalised orbitals $u=(2,-1,-1)/\sqrt6$ and $v=(0,1,-1)/\sqrt2$ are $c$ and $s$ for $\chi(j)=e^{2\pi\mathrm i j/3}$, but Lean evaluates this case directly.

The products needed are $u_i^2=(4,1,1)/6$, $v_i^2=(0,1,1)/2$ and $u_iv_i=(0,-1,1)/\sqrt{12}$. With only $u$ kept,

$$\langle u|S|u\rangle=\sum_{ij}W_{ij}u_i^2u_j^2=\frac{a+b}2,\qquad \langle v|S|v\rangle=\sum_{ij}W_{ij}u_iv_iu_jv_j=\frac{a-b}6,$$

and the difference is $(a+2b)/3$. Keeping $v$ as well adds $(a-b)/6$ to the first value and $(a+b)/2$ to the second, so both become $(2a+b)/3$.

In the proof, `hr` and `hs` record the squares of $1/\sqrt6$ and $1/\sqrt2$, `simp only` writes out the nine-term sums, and `linear_combination` compares the polynomials.

For $a=6$ eV and $b=3$ eV, with the minus sign of exchange restored, the cut shell lowers the occupied $u$ by $4.5$ eV and the empty $v$ by $0.5$ eV, a splitting of $4$ eV. The whole shell lowers both by $5$ eV.

```lean
#print axioms DegenerateShellCutoff.shell_orthonormal
#print axioms DegenerateShellCutoff.cut_shell_splitting
#print axioms DegenerateShellCutoff.cut_shell_no_mixing
#print axioms DegenerateShellCutoff.three_site_ring
```

```
'DegenerateShellCutoff.shell_orthonormal' depends on axioms: [propext, Classical.choice, Quot.sound]
'DegenerateShellCutoff.cut_shell_splitting' depends on axioms: [propext, Classical.choice, Quot.sound]
'DegenerateShellCutoff.cut_shell_no_mixing' depends on axioms: [propext, Classical.choice, Quot.sound]
'DegenerateShellCutoff.three_site_ring' depends on axioms: [propext, Classical.choice, Quot.sound]
```
